# First-order amplitude of a linear sweep: its phase and its match to the Landau–Zener probability at weak coupling

When a weakly coupled two-state system is driven through the same diabatic crossing twice and stays phase-coherent in between, the first-order transition amplitudes of the two passages are added before squaring. Each passage then needs a modulus and a phase. For a linear sweep, in which the energy difference of the two diabatic states changes at a rate of magnitude \(a\), first-order theory in a constant coupling \(V\) gives the modulus \(|V|\sqrt{2\pi/a}\) in units with \(\hbar=1\). The time integral contributes a phase of \(\pi/4\) when the coupling is positive and the energy of the final state rises relative to that of the initial state. This is the weak-coupling, or diabatic, value of the Stokes phase.

## The amplitude and the probability

Set \(\hbar=1\). The system starts in diabatic state 1, and the energy gap to state 2 is \(E_2-E_1=at\), where \(a\) is the sweep rate. The states are coupled by a real constant \(V\). In the interaction picture

\[
i\,\dot c_2 = V e^{iat^2/2}\,c_1 .
\]

First-order theory puts \(c_1=1\) on the right, so that \(c_2=-iV\int e^{iat^2/2}\,dt\).

```lean
import Mathlib

open Filter MeasureTheory
open Complex (I)
open scoped Real Topology ComplexConjugate

namespace LandauZenerFirstOrder

noncomputable section
```

The integrand has modulus 1 at all times, so the integral over the whole time axis does not converge absolutely. Switching the coupling on and off smoothly, as \(Ve^{-\varepsilon t^2}\) with \(\varepsilon>0\), gives

\[
A_\varepsilon = V\int_{-\infty}^{\infty} e^{iat^2/2-\varepsilon t^2}\,dt .
\]

This is `sweepAmplitude a V ε`. It omits the factor \(-i\), which would turn a phase of \(\pi/4\) into \(-\pi/4\) and is common to every passage. All three parameters are real numbers and the value is complex.

```lean
/-- First-order transition amplitude (up to the factor `-i`) for a linear sweep of rate `a` with
coupling `V`, regularised by the Gaussian switching factor `exp (-ε t²)`. -/
def sweepAmplitude (a V ε : ℝ) : ℂ :=
  V * ∫ t : ℝ, Complex.exp (I * a * (t : ℂ) ^ 2 / 2 - ε * (t : ℂ) ^ 2)
```

The expected limit for \(\varepsilon\to0^+\) is

\[
A_0 = V\sqrt{\frac{2\pi}{a}}\;e^{i\pi/4}.
\]

```lean
/-- The amplitude `V √(2π/a) exp(iπ/4)`. -/
def firstOrderAmplitude (a V : ℝ) : ℂ :=
  V * (Real.sqrt (2 * π / a) : ℂ) * Complex.exp ((π / 4 : ℝ) * I)
```

The quantity to compare with is the probability of changing the diabatic state in a complete sweep, \(P=1-e^{-2\pi V^2/a}\). It enters as a definition: the Landau–Zener formula is taken over here, not derived from the Schrödinger equation.

```lean
/-- The Landau-Zener probability `1 - exp(-2πV²/a)` of changing the diabatic state, meant for sweep
rates `a > 0`. -/
def lzProbability (a V : ℝ) : ℝ := 1 - Real.exp (-(2 * π * V ^ 2 / a))
```

## The time integral as a complex Gaussian

Write the exponent as \(-bt^2\) with \(b=\varepsilon-ia/2\). The modulus of the integrand is \(e^{-\varepsilon t^2}\), which is integrable because \(\operatorname{Re}b=\varepsilon>0\). The proof establishes this sign as `hre`, applies Mathlib's integrability theorem for complex Gaussians, and uses `ring` to match the two forms of the exponent.

```lean
/-- With the switching factor present, the oscillating integrand is integrable over all times. -/
theorem sweep_integrable (a : ℝ) {ε : ℝ} (hε : 0 < ε) :
    Integrable (fun t : ℝ => Complex.exp (I * a * (t : ℂ) ^ 2 / 2 - ε * (t : ℂ) ^ 2)) := by
  have hre : 0 < ((ε : ℂ) - a / 2 * I).re := by simpa using hε
  refine (integrable_cexp_neg_mul_sq hre).congr (ae_of_all _ fun t => ?_)
  show Complex.exp _ = Complex.exp _
  congr 1
  ring
```

The Gaussian formula with the principal square root now gives

\[
A_\varepsilon = V\left(\frac{\pi}{\varepsilon-ia/2}\right)^{1/2}.
\]

The sign of \(a\) plays no part so far.

```lean
/-- The regularised amplitude is a complex Gaussian integral with a closed form. -/
theorem sweepAmplitude_eq (a V : ℝ) {ε : ℝ} (hε : 0 < ε) :
    sweepAmplitude a V ε = V * ((π : ℂ) / ((ε : ℂ) - a / 2 * I)) ^ (1 / 2 : ℂ) := by
  have hre : 0 < ((ε : ℂ) - a / 2 * I).re := by simpa using hε
  rw [← integral_gaussian_complex hre, sweepAmplitude]
  congr 1
  refine integral_congr_ae (ae_of_all _ fun t => ?_)
  show Complex.exp _ = Complex.exp _
  congr 1
  ring
```

## The phase from the principal root

For \(r>0\), the principal logarithm is \(\log(ir)=\ln r+i\pi/2\). Halving it and exponentiating gives

\[
(ir)^{1/2}=e^{\frac12\ln r+i\pi/4}=\sqrt r\,e^{i\pi/4}.
\]

The Lean proof follows the same route: it rewrites the complex power through the logarithm, writes \(\sqrt r\) as an exponential, and compares exponents.

```lean
/-- The principal square root of `i r`, for `r > 0`, is `√r exp(iπ/4)`. -/
theorem root_of_imaginary {r : ℝ} (hr : 0 < r) :
    ((r : ℂ) * I) ^ (1 / 2 : ℂ) = (Real.sqrt r : ℂ) * Complex.exp ((π / 4 : ℝ) * I) := by
  have hs : Real.sqrt r = Real.exp (Real.log r * (1 / 2)) := by
    rw [Real.sqrt_eq_rpow, Real.rpow_def_of_pos hr]
  have hne : (r : ℂ) * I ≠ 0 :=
    mul_ne_zero (Complex.ofReal_ne_zero.mpr hr.ne') Complex.I_ne_zero
  rw [Complex.cpow_def_of_ne_zero hne, Complex.log_ofReal_mul hr Complex.I_ne_zero,
    Complex.log_I, hs, Complex.ofReal_exp, ← Complex.exp_add]
  congr 1
  push_cast
  ring
```

Now let \(a>0\). As \(\varepsilon\to0^+\), the quantity under the root tends to

\[
\frac{\pi}{-ia/2}=\frac{2\pi}{a}\,i ,
\]

because \(\frac{2\pi i}{a}\cdot\left(-\frac{ia}{2}\right)=\pi\). This point lies on the positive imaginary axis, away from the branch cut along the non-positive reals, so the principal root is continuous there. With \(r=2\pi/a\), the root tends to \(\sqrt{2\pi/a}\,e^{i\pi/4}\), and multiplication by \(V\) gives \(A_0\).

In the proof, `hv` is the value of the quotient, `hb` its limit and `hslit` the fact that the positive imaginary axis avoids the cut. The filter `𝓝[>] 0` expresses approach from positive \(\varepsilon\), where the closed form may be replaced by the integral.

```lean
/-- For `a > 0`, as the switching factor is removed, the amplitude tends to `V √(2π/a) exp(iπ/4)`.
-/
theorem sweepAmplitude_tendsto {a : ℝ} (ha : 0 < a) (V : ℝ) :
    Tendsto (sweepAmplitude a V) (𝓝[>] 0) (𝓝 (firstOrderAmplitude a V)) := by
  have ha' : (a : ℂ) ≠ 0 := Complex.ofReal_ne_zero.mpr ha.ne'
  have hr : 0 < 2 * π / a := by positivity
  have hne : ((0 : ℝ) : ℂ) - a / 2 * I ≠ 0 := by simp [ha.ne']
  have hv : (π : ℂ) / (((0 : ℝ) : ℂ) - a / 2 * I) = ((2 * π / a : ℝ) : ℂ) * I := by
    rw [div_eq_iff hne]
    symm
    calc ((2 * π / a : ℝ) : ℂ) * I * (((0 : ℝ) : ℂ) - a / 2 * I)
        = -((π : ℂ) * ((a : ℂ) / a)) * I ^ 2 := by push_cast; ring
      _ = π := by rw [div_self ha', Complex.I_sq]; ring
  -- the argument of the root tends to a point on the positive imaginary axis
  have hb : Tendsto (fun ε : ℝ => (π : ℂ) / ((ε : ℂ) - a / 2 * I)) (𝓝[>] 0)
      (𝓝 (((2 * π / a : ℝ) : ℂ) * I)) := by
    have hc : ContinuousAt (fun ε : ℝ => (π : ℂ) / ((ε : ℂ) - a / 2 * I)) 0 :=
      ContinuousAt.div continuousAt_const (by fun_prop) hne
    rw [← hv]
    exact hc.tendsto.mono_left nhdsWithin_le_nhds
  have hslit : ∀ r : ℝ, 0 < r → (r : ℂ) * I ∈ Complex.slitPlane := fun r h =>
    Complex.mem_slitPlane_iff.mpr (Or.inr (by simpa using h.ne'))
  have h := (hb.cpow (tendsto_const_nhds (x := (1 / 2 : ℂ))) (hslit _ hr)).const_mul (V : ℂ)
  rw [root_of_imaginary hr, ← mul_assoc] at h
  refine h.congr' ?_
  filter_upwards [self_mem_nhdsWithin] with ε hε
  exact (sweepAmplitude_eq a V hε).symm
```

A different formulation would keep the coupling constant and cut the time integral off at \(\pm T\), with \(T\to\infty\). The limit would be the same, but the proof would need the convergence of Fresnel integrals in place of the Gaussian formula, and the correction at finite \(T\) would describe a sweep of finite duration. Simply setting \(\varepsilon=0\) in the definition would not do, since Lean assigns the value zero to an integral that is not absolutely convergent.

## How far first-order theory is off

The phase factor has modulus 1, so the first-order probability is

\[
p=|A_0|^2=V^2\,\frac{2\pi}{a}=\frac{2\pi V^2}{a}.
\]

```lean
/-- For `a > 0`, the squared modulus of the first-order amplitude is `2πV²/a`. -/
theorem firstOrder_probability {a : ℝ} (ha : 0 < a) (V : ℝ) :
    ‖firstOrderAmplitude a V‖ ^ 2 = 2 * π * V ^ 2 / a := by
  have hr : 0 ≤ 2 * π / a := by positivity
  rw [firstOrderAmplitude, norm_mul, norm_mul, Complex.norm_exp_ofReal_mul_I,
    Complex.norm_real, Complex.norm_real, mul_one, mul_pow]
  simp only [Real.norm_eq_abs, sq_abs]
  rw [Real.sq_sqrt hr]
  ring
```

The Landau–Zener probability is then \(P=1-e^{-p}\) with \(p\ge0\). The inequality \(e^{-p}\ge1-p\) gives \(P\le p\).

For a lower bound, start from \(e^{p}\ge1+p+p^2/2\), which means \(e^{-p}(1+p+p^2/2)\le1\). Multiply by \(1-p+p^2/2=\tfrac12\left[(p-1)^2+1\right]>0\). Since

\[
\left(1+p+\tfrac{p^2}{2}\right)\left(1-p+\tfrac{p^2}{2}\right)=1+\tfrac{p^4}{4},
\]

it follows that

\[
e^{-p}\le e^{-p}\left(1+\tfrac{p^4}{4}\right)\le 1-p+\tfrac{p^2}{2},
\]

and therefore

\[
p-\frac{p^2}{2}\le P\le p .
\]

These bounds hold at every real coupling, but the upper bound says no more than \(P\le1\) once \(p\ge1\), and the lower bound no more than \(P\ge0\) once \(p\ge2\); first-order theory itself can give \(p>1\). In the Lean proof `x` stands for \(p\), `h1` is the inverted Taylor bound, `h2` its product with the positive factor, and `h3` the polynomial identity.

```lean
/-- For `a > 0` and any real coupling, the first-order probability `p` is at least the Landau-Zener
probability, and exceeds it by at most `p²/2`. -/
theorem firstOrder_error {a : ℝ} (ha : 0 < a) (V : ℝ) :
    lzProbability a V ≤ ‖firstOrderAmplitude a V‖ ^ 2 ∧
    ‖firstOrderAmplitude a V‖ ^ 2 - (‖firstOrderAmplitude a V‖ ^ 2) ^ 2 / 2
      ≤ lzProbability a V := by
  rw [firstOrder_probability ha, lzProbability]
  have hx : 0 ≤ 2 * π * V ^ 2 / a := by positivity
  generalize 2 * π * V ^ 2 / a = x at hx ⊢
  refine ⟨by linarith [Real.add_one_le_exp (-x)], ?_⟩
  have hF : 0 < Real.exp (-x) := Real.exp_pos _
  have hEF : Real.exp (-x) * Real.exp x = 1 := by rw [← Real.exp_add]; simp
  have hq : 0 ≤ 1 - x + x ^ 2 / 2 := by nlinarith [sq_nonneg (x - 1)]
  -- compare exp(x) with its quadratic Taylor polynomial, then invert
  have h1 : Real.exp (-x) * (1 + x + x ^ 2 / 2) ≤ 1 :=
    calc Real.exp (-x) * (1 + x + x ^ 2 / 2) ≤ Real.exp (-x) * Real.exp x :=
          mul_le_mul_of_nonneg_left (Real.quadratic_le_exp_of_nonneg hx) hF.le
      _ = 1 := hEF
  have h2 := mul_le_mul_of_nonneg_right h1 hq
  have h3 : Real.exp (-x) * (1 + x + x ^ 2 / 2) * (1 - x + x ^ 2 / 2)
      = Real.exp (-x) + Real.exp (-x) * (x ^ 4 / 4) := by ring
  have h4 : 0 ≤ Real.exp (-x) * (x ^ 4 / 4) := by positivity
  linarith
```

## The weak-coupling limit

For \(V\neq0\) we have \(p>0\), and dividing by \(p\) gives

\[
1-\frac p2\le\frac{P}{p}\le1 .
\]

At fixed \(a\), \(p\to0\) as \(V\to0\), so the ratio tends to 1.

The theorem combines this with the limit of the amplitude. In words: for every sweep rate \(a>0\), the regularised amplitude tends to \(A_0\) as \(\varepsilon\to0^+\), whatever the real coupling \(V\); and the Landau–Zener probability divided by \(|A_0|^2\) tends to 1 as \(V\) approaches zero through nonzero values, which is the meaning of `𝓝[≠] 0`. The switching is removed first, at fixed \(V\), and the coupling is made small afterwards. The model has two states, an exactly linear gap and a constant coupling, with no relaxation, and the sweep is imposed from outside.

The proof takes the first part from `sweepAmplitude_tendsto`. For the second, `hlow` is the limit of the lower bound, and the two closing steps divide the inequalities of `firstOrder_error` by \(p\).

```lean
/-- For a linear sweep of rate `a > 0` the regularised first-order amplitude tends to `V √(2π/a)
exp(iπ/4)`, and the Landau-Zener probability divided by its squared modulus tends to one at weak
coupling. -/
theorem landauZener_first_order {a : ℝ} (ha : 0 < a) :
    (∀ V : ℝ, Tendsto (sweepAmplitude a V) (𝓝[>] 0) (𝓝 (firstOrderAmplitude a V))) ∧
    Tendsto (fun V : ℝ => lzProbability a V / ‖firstOrderAmplitude a V‖ ^ 2)
      (𝓝[≠] 0) (𝓝 1) := by
  refine ⟨sweepAmplitude_tendsto ha, ?_⟩
  have hlow : Tendsto (fun V : ℝ => 1 - 2 * π * V ^ 2 / a / 2) (𝓝[≠] 0) (𝓝 1) := by
    have hc : Continuous (fun V : ℝ => 1 - 2 * π * V ^ 2 / a / 2) := by fun_prop
    have h := (hc.tendsto 0).mono_left (nhdsWithin_le_nhds (s := {0}ᶜ))
    simpa using h
  -- squeeze the ratio between 1 - p/2 and 1
  refine tendsto_of_tendsto_of_tendsto_of_le_of_le' hlow tendsto_const_nhds ?_ ?_
  all_goals
    filter_upwards [self_mem_nhdsWithin] with V hV
    have hV0 : V ≠ 0 := hV
    have hp : 0 < 2 * π * V ^ 2 / a := by positivity
    obtain ⟨hu, hl⟩ := firstOrder_error ha V
    rw [firstOrder_probability ha] at hu hl ⊢
  · rw [le_div_iff₀ hp]
    linarith
  · rw [div_le_one₀ hp]
    exact hu
```

## The phase itself, and the return sweep

For \(V>0\), \(A_0\) is a positive number times \(e^{i\pi/4}\), so \(\arg A_0=\pi/4\). The argument is continuous away from the non-positive real axis, and hence \(\arg A_\varepsilon\to\pi/4\). A negative coupling would add a sign to the amplitude and shift the phase by \(\pi\). The proof computes the argument in `harg`, checks the position of the limit in `hslit`, and composes the two limits.

```lean
/-- For positive coupling and positive sweep rate, the phase of the regularised amplitude tends to
`π/4` as the switching factor is removed. -/
theorem sweep_phase_tendsto {a V : ℝ} (ha : 0 < a) (hV : 0 < V) :
    Tendsto (fun ε => (sweepAmplitude a V ε).arg) (𝓝[>] 0) (𝓝 (π / 4)) := by
  have hr : 0 < V * Real.sqrt (2 * π / a) := by positivity
  have harg : (firstOrderAmplitude a V).arg = π / 4 := by
    rw [firstOrderAmplitude, Complex.exp_mul_I, ← Complex.ofReal_mul]
    exact Complex.arg_mul_cos_add_sin_mul_I hr
      ⟨by linarith [Real.pi_pos], by linarith [Real.pi_pos]⟩
  have hslit : firstOrderAmplitude a V ∈ Complex.slitPlane := by
    rw [Complex.mem_slitPlane_iff_arg]
    refine ⟨by rw [harg]; linarith [Real.pi_pos], fun h0 => ?_⟩
    rw [h0, Complex.arg_zero] at harg
    linarith [Real.pi_pos]
  rw [← harg]
  exact (Complex.continuousAt_arg hslit).tendsto.comp (sweepAmplitude_tendsto ha V)
```

The same closed form also describes slow but finite switching: taking its modulus and argument for \(a,V,\varepsilon>0\) gives

\[
|A_\varepsilon|^2=\frac{\pi V^2}{\sqrt{\varepsilon^2+a^2/4}},\qquad
\arg A_\varepsilon=\tfrac12\arctan\frac{a}{2\varepsilon},
\]

a short calculation that is left here without a formal proof.

On the way back through the crossing the gap is \(-at\). Replacing \(a\) by \(-a\) conjugates the integrand at each time, while \(V\), \(\varepsilon\) and \(t\) are real, so the whole amplitude is conjugated. The proof moves the conjugation inside the integral and then inside the exponential.

```lean
/-- Reversing the direction of the sweep conjugates the regularised amplitude. -/
theorem sweepAmplitude_neg (a V ε : ℝ) :
    sweepAmplitude (-a) V ε = conj (sweepAmplitude a V ε) := by
  rw [sweepAmplitude, sweepAmplitude, map_mul, Complex.conj_ofReal, ← integral_conj]
  congr 1
  refine integral_congr_ae (ae_of_all _ fun t => ?_)
  show Complex.exp _ = conj (Complex.exp _)
  rw [← Complex.exp_conj]
  congr 1
  simp only [map_sub, map_mul, map_div₀, map_pow, Complex.conj_I, Complex.conj_ofReal,
    map_ofNat, Complex.ofReal_neg]
  ring
```

Conjugation is continuous, so the limit is conjugated as well:

\[
V\sqrt{\frac{2\pi}{a}}\;e^{-i\pi/4}.
\]

In a first-order treatment of a double passage, the two crossings therefore differ in phase by \(\pi/2\), in addition to the dynamical phase accumulated between them.

```lean
/-- For the reversed sweep, of rate `-a` with `a > 0`, the amplitude tends to `V √(2π/a)
exp(-iπ/4)`. -/
theorem reversed_sweep_tendsto {a : ℝ} (ha : 0 < a) (V : ℝ) :
    Tendsto (sweepAmplitude (-a) V) (𝓝[>] 0)
      (𝓝 (V * (Real.sqrt (2 * π / a) : ℂ) * Complex.exp (-((π / 4 : ℝ) * I)))) := by
  have e : V * (Real.sqrt (2 * π / a) : ℂ) * Complex.exp (-((π / 4 : ℝ) * I))
      = conj (firstOrderAmplitude a V) := by
    rw [firstOrderAmplitude, map_mul, map_mul, Complex.conj_ofReal, Complex.conj_ofReal,
      ← Complex.exp_conj, map_mul, Complex.conj_ofReal, Complex.conj_I, mul_neg]
  rw [e]
  have h := (Complex.continuous_conj.tendsto _).comp (sweepAmplitude_tendsto ha V)
  exact h.congr fun ε => (sweepAmplitude_neg a V ε).symm

end

end LandauZenerFirstOrder
```

```lean
#print axioms LandauZenerFirstOrder.sweep_integrable
#print axioms LandauZenerFirstOrder.landauZener_first_order
#print axioms LandauZenerFirstOrder.sweep_phase_tendsto
#print axioms LandauZenerFirstOrder.reversed_sweep_tendsto
```

```
'LandauZenerFirstOrder.sweep_integrable' depends on axioms: [propext, Classical.choice, Quot.sound]
'LandauZenerFirstOrder.landauZener_first_order' depends on axioms: [propext, Classical.choice, Quot.sound]
'LandauZenerFirstOrder.sweep_phase_tendsto' depends on axioms: [propext, Classical.choice, Quot.sound]
'LandauZenerFirstOrder.reversed_sweep_tendsto' depends on axioms: [propext, Classical.choice, Quot.sound]
```
